# For odd N, the spectral derivative matrix multiplies every resolved plane wave by ik

A grid calculation for a particle on a ring may store the wavefunction at $N$ equally spaced points. The momentum conjugate to the angle is $-i\hbar$ times the derivative with respect to angle. A Fourier method computes this derivative by transforming the samples, multiplying the amplitude of each wave number $k$ by $ik$ and transforming back. The same operation can be carried out by multiplying the samples by one fixed matrix. For odd $N$ the matrix below does this without discretisation error, provided that the wavefunction contains only wave numbers with $|k|\le (N-1)/2$.

In Lean 4 with Mathlib:

```lean
import Mathlib

open Complex (I)
open Matrix
open scoped Real

namespace SpectralDerivative

noncomputable section
```

## Waves, hopping amplitudes and the matrix

The sites are the integers modulo $N$, `ZMod N`, so the periodic boundary condition is part of the type. The representative of a site $x$ in $0,\dots,N-1$ is `x.val`. The plane wave of integer index $k$ is

$$e_k(x)=\exp(2\pi i k x/N).$$

```lean
/-- The plane wave `exp (2 π i k x / N)` on a ring of `N` sites. -/
def wave (N : ℕ) (k : ℤ) (x : ZMod N) : ℂ :=
  Complex.exp (2 * π * I * k * (x.val : ℂ) / N)
```

The amplitude for hopping over $x$ sites is real and long-ranged: $h(0)=0$, and for $0<x<N$

$$h(x)=\frac{(-1)^x}{2\sin(\pi x/N)}.$$

```lean
/-- The hopping amplitude over `x` sites: zero on site, `(-1)^x / (2 sin (π x / N))` otherwise. -/
def kernel (N : ℕ) (x : ZMod N) : ℝ :=
  if x = 0 then 0 else (-1) ^ x.val / (2 * Real.sin (π * (x.val : ℝ) / N))
```

The matrix $D$ has entries $D_{xy}=h(x-y)$, which depend only on the separation. This is Mathlib's convention for `Matrix.circulant`.

```lean
/-- The circulant matrix of the hopping amplitudes, called the spectral derivative matrix when `N`
is odd. -/
def diffMatrix (N : ℕ) : Matrix (ZMod N) (ZMod N) ℂ :=
  Matrix.circulant fun x => (kernel N x : ℂ)
```

Its eigenvalues will be the Fourier sums

$$b(k)=\sum_z h(z)\,e_{-k}(z).$$

```lean
/-- The Fourier sum of the hopping amplitudes at wave number `k`. -/
def band (N : ℕ) [NeZero N] (k : ℤ) : ℂ :=
  ∑ z : ZMod N, (kernel N z : ℂ) * wave N (-k) z
```

To compare $D$ with a true derivative, take a function of a continuous real angle $\theta$, with a finite set $s$ of wave numbers and complex amplitudes $c_k$:

$$f(\theta)=\sum_{k\in s}c_k e^{ik\theta}.$$

```lean
/-- The trigonometric polynomial with wave numbers in `s` and amplitudes `c`. -/
def trigPoly (s : Finset ℤ) (c : ℤ → ℂ) (θ : ℝ) : ℂ :=
  ∑ k ∈ s, c k * Complex.exp (I * k * (θ : ℂ))
```

Site $x$ sits at the angle $\theta_x=2\pi x/N$. Derivatives are therefore taken with respect to angle; on a ring of circumference $L$, the derivative with respect to arc length carries a further factor $2\pi/L$.

```lean
/-- The angle `2 π x / N` of site `x` on the ring. -/
def angle (N : ℕ) (x : ZMod N) : ℝ := 2 * π * (x.val : ℝ) / N
```

## Translation and orthogonality

Replacing $x$ by $x-qN$, with $q$ an integer, changes the exponent of $e_k$ by $-2\pi i kq$ and leaves the wave unchanged. Any integer representing the site may therefore be used. The assumption `[NeZero N]`, here and later, says that the ring has at least one site.

```lean
/-- A plane wave may be evaluated at any integer representing the site. -/
theorem wave_intCast (N : ℕ) [NeZero N] (k a : ℤ) :
    wave N k (a : ZMod N) = Complex.exp (2 * π * I * k * a / N) := by
  have hN : (N : ℂ) * (N : ℂ)⁻¹ = 1 :=
    mul_inv_cancel₀ (Nat.cast_ne_zero.mpr (NeZero.ne N))
  obtain ⟨q, hq⟩ : ∃ q : ℤ, ((a : ZMod N).val : ℤ) = a - N * q :=
    ⟨a / N, by rw [ZMod.val_intCast, Int.emod_def]⟩
  unfold wave
  generalize (a : ZMod N).val = v at hq ⊢
  have h2 : (v : ℂ) = a - N * q := by exact_mod_cast hq
  rw [h2, Complex.exp_eq_exp_iff_exists_int]
  refine ⟨-(k * q), ?_⟩
  push_cast
  linear_combination (-2 * π * I * k * q) * hN
```

With integer representatives, the exponents simply add:

$$e_k(x-y)=e_k(x)\,e_{-k}(y).$$

```lean
/-- Translating a plane wave by `y` sites multiplies it by a phase. -/
theorem wave_sub (N : ℕ) [NeZero N] (k : ℤ) (x y : ZMod N) :
    wave N k (x - y) = wave N k x * wave N (-k) y := by
  obtain ⟨a, rfl⟩ := ZMod.intCast_surjective x
  obtain ⟨b, rfl⟩ := ZMod.intCast_surjective y
  rw [← Int.cast_sub]
  simp only [wave_intCast]
  rw [← Complex.exp_add]
  congr 1
  push_cast
  ring
```

Let $S=\sum_x e_l(x)$. Shifting the summation variable by one site gives $S=S\,e_{-l}(1)$. If $N$ does not divide $l$, then $e_{-l}(1)=e^{-2\pi i l/N}\neq 1$, so $S=0$. In the code `h1` is the inequality and `h3` the shift.

```lean
/-- A plane wave whose index is not a multiple of `N` sums to zero over the ring. -/
theorem sum_wave_eq_zero (N : ℕ) [NeZero N] (l : ℤ) (hl : ¬ (N : ℤ) ∣ l) :
    ∑ x : ZMod N, wave N l x = 0 := by
  have hN : (N : ℂ) ≠ 0 := Nat.cast_ne_zero.mpr (NeZero.ne N)
  have h1 : wave N (-l) 1 ≠ 1 := by
    intro h
    have h2 := wave_intCast N (-l) 1
    have e : ((1 : ℤ) : ZMod N) = 1 := Int.cast_one
    rw [e, h] at h2
    obtain ⟨n, hn⟩ := Complex.exp_eq_one_iff.mp h2.symm
    rw [div_eq_iff hN] at hn
    push_cast at hn
    have h3 : (l : ℂ) = N * (-n) := by
      apply mul_left_cancel₀ Complex.two_pi_I_ne_zero
      linear_combination -hn
    exact hl ⟨-n, by exact_mod_cast h3⟩
  -- translation by one site leaves the sum unchanged but multiplies it by a phase
  have h3 : ∑ x : ZMod N, wave N l x = (∑ x : ZMod N, wave N l x) * wave N (-l) 1 := by
    calc ∑ x : ZMod N, wave N l x = ∑ x : ZMod N, wave N l (x - 1) :=
          (Equiv.sum_comp (Equiv.subRight (1 : ZMod N)) (wave N l)).symm
      _ = _ := by
          rw [Finset.sum_mul]
          exact Finset.sum_congr rfl fun x _ => wave_sub N l x 1
  have h4 : (wave N (-l) 1 - 1) * ∑ x : ZMod N, wave N l x = 0 := by
    linear_combination -h3
  exact (mul_eq_zero.mp h4).resolve_left (sub_ne_zero.mpr h1)
```

## The amplitude is odd

For $0<x<N$ the site $-x$ has representative $N-x$. Since $N$ is odd, $(-1)^{N-x}=-(-1)^x$, while $\sin(\pi-\pi x/N)=\sin(\pi x/N)$. Hence $h(-x)=-h(x)$, which also holds at $x=0$. The two identities are `hp` and `hs`.

```lean
/-- On a ring with an odd number of sites the hopping amplitude is an odd function. -/
theorem kernel_neg (N : ℕ) [NeZero N] (hN : Odd N) (x : ZMod N) :
    kernel N (-x) = -kernel N x := by
  by_cases hx : x = 0
  · simp [hx, kernel]
  have hlt : x.val < N := ZMod.val_lt x
  have hNN : (N : ℝ) * (N : ℝ)⁻¹ = 1 :=
    mul_inv_cancel₀ (Nat.cast_ne_zero.mpr (NeZero.ne N))
  have hv : (-x).val = N - x.val := by rw [ZMod.neg_val, if_neg hx]
  have hp : (-1 : ℝ) ^ (N - x.val) = -(-1) ^ x.val := by
    have h1 : (-1 : ℝ) ^ (N - x.val) * (-1) ^ x.val = -1 := by
      rw [← pow_add, Nat.sub_add_cancel hlt.le, hN.neg_one_pow]
    have h2 : (-1 : ℝ) ^ x.val * (-1) ^ x.val = 1 := by
      rw [← mul_pow]; norm_num
    generalize (-1 : ℝ) ^ (N - x.val) = p at h1 ⊢
    generalize (-1 : ℝ) ^ x.val = q at h1 h2 ⊢
    linear_combination q * h1 - p * h2
  have hs : Real.sin (π * ((N - x.val : ℕ) : ℝ) / N) = Real.sin (π * (x.val : ℝ) / N) := by
    rw [Nat.cast_sub hlt.le, ← Real.sin_pi_sub (π * (x.val : ℝ) / N)]
    congr 1
    linear_combination π * hNN
  unfold kernel
  rw [if_neg (neg_ne_zero.mpr hx), if_neg hx, hv, hp, hs, neg_div]
```

## Plane waves diagonalise the matrix

Substituting $z=x-y$ gives

$$(De_k)(x)=\sum_y h(x-y)e_k(y)=\sum_z h(z)e_k(x-z)=b(k)\,e_k(x).$$

This is Bloch's argument for a translation-invariant hopping matrix with one orbital per site, and it needs neither odd $N$ nor the particular form of $h$. The `calc` block follows the same chain.

```lean
/-- Every plane wave is an eigenvector of the circulant matrix, with the Fourier sum of the
hopping amplitudes as eigenvalue. -/
theorem diffMatrix_mulVec_wave (N : ℕ) [NeZero N] (k : ℤ) :
    diffMatrix N *ᵥ wave N k = band N k • wave N k := by
  funext x
  calc (diffMatrix N *ᵥ wave N k) x
      = ∑ y : ZMod N, (kernel N (x - y) : ℂ) * wave N k y := rfl
    _ = ∑ z : ZMod N, (kernel N (x - (x - z)) : ℂ) * wave N k (x - z) :=
        (Equiv.sum_comp (Equiv.subLeft x)
          (fun y => (kernel N (x - y) : ℂ) * wave N k y)).symm
    _ = band N k * wave N k x := by
        unfold band
        rw [Finset.sum_mul]
        refine Finset.sum_congr rfl fun z _ => ?_
        rw [sub_sub_cancel, wave_sub]
        ring
```

## Neighbouring eigenvalues differ by i

Write $N=2M+1$ and, for $z\neq0$, $t=\pi z/N$. Then

$$e_{-(k+1)}(z)-e_{-k}(z)=e^{-(2k+1)it}\left(e^{-it}-e^{it}\right)=-2i\sin t\;e^{-(2k+1)it}.$$

Multiplication by $h(z)$ cancels the sine and leaves $-i(-1)^z e^{-(2k+1)it}$. Because $(-1)^z=e^{i\pi z}=e^{i(2M+1)t}$, this equals $-i\,e^{2i(M-k)t}=-i\,e_{M-k}(z)$. The site $z=0$ contributes nothing, so

$$b(k+1)-b(k)=-i\Big(\sum_z e_{M-k}(z)-1\Big)=i$$

whenever $N$ does not divide $M-k$.

In the proof, `key` is the identity for a single site, with the `if` term removing $z=0$. The facts `e1`, `e2` and `e3` write the three waves with their common phase, `hs` is Euler's formula for the sine, and `hkc` is the cancellation of the denominator. The final rewriting sums over sites and uses orthogonality.

```lean
/-- For `N = 2 M + 1` the eigenvalue grows by `i` from `k` to `k + 1`, unless `N` divides
`M - k`. -/
theorem band_step (N M : ℕ) [NeZero N] (hM : N = 2 * M + 1) (k : ℤ)
    (hk : ¬ (N : ℤ) ∣ (M : ℤ) - k) : band N (k + 1) - band N k = I := by
  have hpos : (0 : ℝ) < N := Nat.cast_pos.mpr (Nat.pos_of_ne_zero (NeZero.ne N))
  have hMc : (N : ℂ) = 2 * M + 1 := by exact_mod_cast hM
  have key : ∀ z : ZMod N,
      (kernel N z : ℂ) * wave N (-(k + 1)) z - (kernel N z : ℂ) * wave N (-k) z
        = -I * (wave N ((M : ℤ) - k) z - if z = 0 then 1 else 0) := by
    intro z
    by_cases hz : z = 0
    · simp [hz, kernel, wave]
    obtain ⟨v, hv⟩ : ∃ v : ℕ, v = z.val := ⟨_, rfl⟩
    obtain ⟨t, ht⟩ : ∃ t : ℝ, t = π * (v : ℝ) / N := ⟨_, rfl⟩
    have hv0 : (0 : ℝ) < v := by
      rw [hv]
      exact Nat.cast_pos.mpr (Nat.pos_of_ne_zero fun h => hz ((ZMod.val_eq_zero z).mp h))
    have hvN : (v : ℝ) < N := by rw [hv]; exact Nat.cast_lt.mpr (ZMod.val_lt z)
    have hsin : Real.sin t ≠ 0 := by
      apply ne_of_gt
      apply Real.sin_pos_of_pos_of_lt_pi
      · rw [ht]; positivity
      · rw [ht, div_lt_iff₀ hpos]
        exact mul_lt_mul_of_pos_left hvN Real.pi_pos
    have hker : kernel N z * (2 * Real.sin t) = (-1) ^ v := by
      unfold kernel
      rw [if_neg hz, ← hv, ← ht]
      exact div_mul_cancel₀ _ (mul_ne_zero two_ne_zero hsin)
    have hkc : (kernel N z : ℂ) * (2 * Complex.sin t) = (-1) ^ v := by exact_mod_cast hker
    have htN : t * N = π * v := by rw [ht]; exact div_mul_cancel₀ _ hpos.ne'
    have hc : (t : ℂ) * N = π * v := by exact_mod_cast htN
    have hw : ∀ l : ℤ, wave N l z = Complex.exp (2 * l * t * I) := by
      intro l
      unfold wave
      rw [← hv, ht]
      congr 1
      push_cast
      ring
    -- all three waves share the half-integer phase `exp (-(2k+1) i t)`
    have e1 : wave N (-(k + 1)) z
        = Complex.exp (-((2 * k + 1) * t * I)) * Complex.exp (-(t : ℂ) * I) := by
      rw [hw, ← Complex.exp_add]; congr 1; push_cast; ring
    have e2 : wave N (-k) z
        = Complex.exp (-((2 * k + 1) * t * I)) * Complex.exp ((t : ℂ) * I) := by
      rw [hw, ← Complex.exp_add]; congr 1; push_cast; ring
    have e3 : wave N ((M : ℤ) - k) z
        = (-1) ^ v * Complex.exp (-((2 * k + 1) * t * I)) := by
      rw [← Complex.exp_pi_mul_I, ← Complex.exp_nat_mul, hw, ← Complex.exp_add]
      congr 1
      push_cast
      linear_combination I * hc - t * I * hMc
    have hs : Complex.exp (-(t : ℂ) * I) - Complex.exp ((t : ℂ) * I)
        = -2 * I * Complex.sin t := by
      rw [Complex.exp_mul_I, Complex.exp_mul_I, Complex.cos_neg, Complex.sin_neg]; ring
    rw [e1, e2, e3, if_neg hz]
    generalize Complex.exp (-((2 * k + 1) * t * I)) = A
    linear_combination (kernel N z : ℂ) * A * hs - I * A * hkc
  unfold band
  rw [← Finset.sum_sub_distrib, Finset.sum_congr rfl fun z _ => key z, ← Finset.mul_sum,
    Finset.sum_sub_distrib, sum_wave_eq_zero N _ hk]
  simp
```

## Climbing from the uniform wave

Since $h$ is odd, $b(0)=\sum_z h(z)=0$. Going up from $n$ to $n+1\le M$, the number $M-n$ lies between $1$ and $M$. Going down from $-n$ to $-(n+1)\ge -M$, the relevant number $M+n+1$ lies between $M+1$ and $2M$. Neither is a multiple of $N=2M+1$, so $b$ rises by $i$ at each step up and falls by $i$ at each step down, and

$$De_k=ik\,e_k,\qquad |k|\le M=\tfrac{N-1}{2}.$$

The theorem states the range as `2 * |k| < (N : ℤ)`, which is the same condition for odd $N$. The inductions `up` and `down` are the two halves of the ladder. For $N=1$ only $k=0$ is allowed, and $D$ is the zero matrix.

```lean
/-- For odd `N` the spectral derivative matrix maps the plane wave of index `k` to `i k` times
itself, for every integer `k` with `|k| ≤ (N - 1) / 2`. -/
theorem spectral_derivative (N : ℕ) [NeZero N] (hN : Odd N) (k : ℤ) (hk : 2 * |k| < (N : ℤ)) :
    diffMatrix N *ᵥ wave N k = (I * k) • wave N k := by
  suffices h : band N k = I * k by rw [diffMatrix_mulVec_wave, h]
  obtain ⟨M, hM⟩ := id hN
  -- the uniform mode has eigenvalue zero because the kernel is odd
  have h0 : band N 0 = 0 := by
    have h1 : ∑ z : ZMod N, kernel N (-z) = ∑ z : ZMod N, kernel N z :=
      Equiv.sum_comp (Equiv.neg (ZMod N)) (kernel N)
    simp only [kernel_neg N hN, Finset.sum_neg_distrib] at h1
    have h2 : ∑ z : ZMod N, kernel N z = 0 := by linarith
    have h3 : band N 0 = ((∑ z : ZMod N, kernel N z : ℝ) : ℂ) := by simp [band, wave]
    rw [h3, h2, Complex.ofReal_zero]
  -- climb and descend the ladder of wave numbers
  have up : ∀ n : ℕ, n ≤ M → band N (n : ℤ) = I * n := by
    intro n
    induction n with
    | zero => intro _; simpa using h0
    | succ n ih =>
      intro hn
      have hs := band_step N M hM n (fun hd => by
        have := Int.le_of_dvd (by omega) hd
        omega)
      have h1 := ih (by omega)
      push_cast
      linear_combination hs + h1
  have down : ∀ n : ℕ, n ≤ M → band N (-(n : ℤ)) = -(I * n) := by
    intro n
    induction n with
    | zero => intro _; simpa using h0
    | succ n ih =>
      intro hn
      have hs := band_step N M hM (-((n : ℤ) + 1)) (fun hd => by
        have := Int.le_of_dvd (by omega) hd
        omega)
      have e : -((n : ℤ) + 1) + 1 = -n := by ring
      rw [e] at hs
      have h1 := ih (by omega)
      have e2 : -((n + 1 : ℕ) : ℤ) = -((n : ℤ) + 1) := by omega
      rw [e2, Nat.cast_succ]
      linear_combination h1 - hs
  obtain ⟨n, rfl | rfl⟩ := Int.eq_nat_or_neg k
  · rw [Nat.abs_cast] at hk
    simpa using up n (by omega)
  · rw [abs_neg, Nat.abs_cast] at hk
    simpa using down n (by omega)
```

Oddness of $N$ is needed for this choice of $h$. For $N=2$ the same formula gives $h(1)=-\tfrac12$, so

$$D\begin{pmatrix}1\\1\end{pmatrix}=-\frac12\begin{pmatrix}1\\1\end{pmatrix}.$$

The constant function has $k=0$, which satisfies $2|k|<N$, yet its computed derivative is not zero. Fourier differentiation itself also works on even grids, with a different kernel: for even $N$, taking $h(0)=0$ and $h(x)=\tfrac12(-1)^x\cot(\pi x/N)$ for $0<x<N$ gives a matrix that multiplies $e_k$ by $ik$ whenever $|k|<N/2$. That case is not proved here.

## Unresolved waves are aliased

For any integer $q$, $e_{k+qN}$ and $e_k$ agree at every site. If $N$ is odd and $2|k|<N$, the matrix therefore multiplies $e_{k+qN}$ by $ik$, whereas the true derivative would bring down $i(k+qN)$. The proof shows that the two waves are equal and applies the preceding theorem.

```lean
/-- Aliasing: for odd `N` the spectral derivative matrix multiplies the plane wave of index `k + q
N`, where `|k| ≤ (N - 1) / 2`, by `i k`. -/
theorem spectral_derivative_alias (N : ℕ) [NeZero N] (hN : Odd N) (k q : ℤ)
    (hk : 2 * |k| < (N : ℤ)) :
    diffMatrix N *ᵥ wave N (k + q * N) = (I * k) • wave N (k + q * N) := by
  have hNN : (N : ℂ) * (N : ℂ)⁻¹ = 1 :=
    mul_inv_cancel₀ (Nat.cast_ne_zero.mpr (NeZero.ne N))
  have h : wave N (k + q * N) = wave N k := by
    funext x
    unfold wave
    generalize x.val = v
    rw [Complex.exp_eq_exp_iff_exists_int]
    refine ⟨q * v, ?_⟩
    push_cast
    linear_combination (2 * π * I * q * v) * hNN
  rw [h, spectral_derivative N hN k hk]
```

## Exact derivatives at the grid points

If $N$ is odd and every $k\in s$ satisfies $2|k|<N$, linearity gives

$$\sum_y D_{xy}f(\theta_y)=\sum_{k\in s}c_k\,ik\,e^{ik\theta_x}=f'(\theta_x).$$

`HasDerivAt` states that $f$ is differentiable at $\theta_x$ with this value as its derivative. In the proof `hsamp` expands the samples in plane waves, `hD` applies the matrix, and `hterm` differentiates each exponential. The statement concerns finite sums within the resolved range; it gives no error estimate for a general periodic function.

```lean
/-- For odd `N`, the spectral derivative matrix applied to the grid samples of a trigonometric
polynomial with all `|k| ≤ (N - 1) / 2` returns the exact derivative at every grid point. -/
theorem hasDerivAt_trigPoly (N : ℕ) [NeZero N] (hN : Odd N) (s : Finset ℤ)
    (hs : ∀ k ∈ s, 2 * |k| < (N : ℤ)) (c : ℤ → ℂ) (x : ZMod N) :
    HasDerivAt (trigPoly s c)
      ((diffMatrix N *ᵥ fun y => trigPoly s c (angle N y)) x) (angle N x) := by
  have hw : ∀ (k : ℤ) (y : ZMod N),
      Complex.exp (I * k * (angle N y : ℂ)) = wave N k y := by
    intro k y
    unfold wave angle
    congr 1
    push_cast
    ring
  have hsamp : (fun y => trigPoly s c (angle N y)) = ∑ k ∈ s, c k • wave N k := by
    funext y
    simp only [trigPoly, hw, Finset.sum_apply, Pi.smul_apply, smul_eq_mul]
  have hD : diffMatrix N *ᵥ (∑ k ∈ s, c k • wave N k)
      = ∑ k ∈ s, c k • ((I * k) • wave N k) := by
    rw [← Matrix.mulVecLin_apply, map_sum]
    refine Finset.sum_congr rfl fun k hk => ?_
    rw [map_smul, Matrix.mulVecLin_apply, spectral_derivative N hN k (hs k hk)]
  -- differentiate the polynomial term by term
  have hterm : ∀ k ∈ s, HasDerivAt (fun θ : ℝ => c k * Complex.exp (I * k * (θ : ℂ)))
      (c k * (Complex.exp (I * k * (angle N x : ℂ)) * (I * k))) (angle N x) := by
    intro k _
    have h0 : HasDerivAt (fun θ : ℝ => I * k * (θ : ℂ)) (I * k) (angle N x) := by
      have h := ((hasDerivAt_id (angle N x)).ofReal_comp).const_mul (I * (k : ℂ))
      simpa using h
    exact h0.cexp.const_mul (c k)
  refine HasDerivAt.congr_deriv (f := trigPoly s c) (HasDerivAt.fun_sum hterm) ?_
  rw [hsamp, hD, Finset.sum_apply]
  refine Finset.sum_congr rfl fun k _ => ?_
  simp only [Pi.smul_apply, smul_eq_mul]
  rw [hw]
  ring
```

## The lattice momentum is Hermitian

In units with $\hbar=1$, the momentum conjugate to the angle is represented by $P=-iD$. As $h$ is real and odd,

$$\overline{P_{yx}}=i\,h(y-x)=-i\,h(x-y)=P_{xy}.$$

For a single particle on a finite odd ring, the discretised momentum is thus an observable in the usual sense, with real eigenvalues.

```lean
/-- For odd `N` the lattice momentum, `-i` times the spectral derivative matrix, is Hermitian. -/
theorem momentum_isHermitian (N : ℕ) [NeZero N] (hN : Odd N) :
    ((-I) • diffMatrix N).IsHermitian := by
  refine Matrix.IsHermitian.ext fun i j => ?_
  have h := kernel_neg N hN (i - j)
  rw [neg_sub] at h
  simp [diffMatrix, Matrix.circulant_apply, h]

end

end SpectralDerivative
```

```lean
#print axioms SpectralDerivative.spectral_derivative_alias
#print axioms SpectralDerivative.hasDerivAt_trigPoly
#print axioms SpectralDerivative.momentum_isHermitian
```

```
'SpectralDerivative.spectral_derivative_alias' depends on axioms: [propext, Classical.choice, Quot.sound]
'SpectralDerivative.hasDerivAt_trigPoly' depends on axioms: [propext, Classical.choice, Quot.sound]
'SpectralDerivative.momentum_isHermitian' depends on axioms: [propext, Classical.choice, Quot.sound]
```
